# Relaxed energy derivative of an ADC state: expectation value plus basis response

To obtain the dipole moment of an excited state in the algebraic diagrammatic construction (ADC), one can evaluate the dipole operator with the ADC eigenvector, or repeat the calculation at small field strengths $\pm t$ and form the difference quotient of the energies. The second route lets the intermediate states relax in the field. In a finite real matrix model with orthonormal intermediate states, and with these states and the eigenvector differentiable in $t$, the limit of that quotient is the expectation value of the perturbation plus one term from the motion of the intermediate states.

Let $H$ be the real symmetric matrix of the Hamiltonian and $D$ the real symmetric matrix of the perturbation, so that the system in the field has $K(t)=H+tD$. For a dipole in a uniform field, $D$ is minus the dipole component along the field. The columns of $B(t)$ are the intermediate states, with $B^TB=1$. The ADC matrix is $B^TKB$, and $y(t)$ is one of its unit eigenvectors, with eigenvalue $E(t)$. A prime denotes $d/dt$. If $B$ and $y$ are differentiable, then at $t=0$

$$E' = \langle By, D\,By\rangle + 2\langle B'y,(H-E)By\rangle .$$

## From the product rule to the residual

Write $\psi=By$ for the state in the full space. Orthonormality and the eigenvalue equation give

$$\psi\cdot\psi = y\cdot B^TBy = 1,\qquad \psi\cdot K\psi = y\cdot(B^TKB\,y)=E\,(y\cdot y)=E .$$

Since $K'=D$ and $K$ is symmetric, the product rule yields

$$E'=\psi'\cdot K\psi+\psi\cdot D\psi+\psi\cdot K\psi' = \psi\cdot D\psi+2\,\psi'\cdot K\psi .$$

Differentiating $\psi\cdot\psi=1$ gives $\psi'\cdot\psi=0$. Hence $K\psi$ may be replaced by the residual $r=K\psi-E\psi$:

$$E'=\psi\cdot D\psi+2\,\psi'\cdot r,\qquad \psi'=B'y+By' .$$

The residual is orthogonal to every intermediate state, because

$$B^Tr=B^TKB\,y-E\,B^TB\,y=Ey-Ey=0 .$$

Therefore $(By')\cdot r=y'\cdot B^Tr=0$. The response of the amplitudes drops out and $2(B'y)\cdot r$ remains. At $t=0$, where $K=H$, this is the formula above.

## One rotating state in a two-level system

Take

$$H=\begin{pmatrix}0&1\\1&0\end{pmatrix},\quad D=\begin{pmatrix}1&0\\0&-1\end{pmatrix},\quad B(t)=\begin{pmatrix}\cos t\\ \sin t\end{pmatrix},\quad y=1 .$$

At $t=0$ the state is $\psi=(1,0)$, so $\psi\cdot D\psi=1$ and $E=\psi\cdot H\psi=0$. The residual is $r=H\psi=(0,1)$, and $B'y=(0,1)$, so the response term is $2$ and the derivative is $3$.

The energy itself is $E(t)=\sin 2t+t\cos 2t$. At $t=0.1$ it is about $0.2967$, and it is odd in $t$, so the central difference quotient is about $2.967$. This is close to $3$ and far from the expectation value $1$. The rotation is prescribed here to make the response term visible and does not come from an ADC calculation. The exact eigenvalues of $K(t)$ are $\pm\sqrt{1+t^2}$, with slope zero at $t=0$.

## Intermediate states and solution branches in Lean

The index type `n` labels the basis of the full space and `m` labels the intermediate states. Both are finite.

```lean
import Mathlib

open Matrix

namespace ADCRelaxedDerivative

noncomputable section

variable {n m : Type*} [Fintype n] [Fintype m]
```

The ADC matrix is defined for any Hamiltonian matrix `K`, with or without a field.

```lean
/-- The ADC matrix: the Hamiltonian `K` represented in the intermediate states,
which are the columns of `B`. -/
def adcMatrix (K : Matrix n n ℝ) (B : Matrix n m ℝ) : Matrix m m ℝ := Bᵀ * K * B
```

In the next two definitions `*ᵥ` applies a matrix to a vector and `⬝ᵥ` is the real scalar product. The matrix `B'` is an independent argument; in the theorems on the energy derivative it is the derivative of `B`.

```lean
/-- The residual `(K - E) B y` of the state with ADC amplitudes `y` and energy `E`. -/
def residual (K : Matrix n n ℝ) (B : Matrix n m ℝ) (y : m → ℝ) (E : ℝ) : n → ℝ :=
  K *ᵥ (B *ᵥ y) - E • (B *ᵥ y)

/-- The basis-response term `2 ⟨B' y, (K - E) B y⟩`, for any matrix `B'` of the same shape as `B`.
-/
def basisResponse (K : Matrix n n ℝ) (B B' : Matrix n m ℝ) (y : m → ℝ) (E : ℝ) : ℝ :=
  2 * ((B' *ᵥ y) ⬝ᵥ residual K B y E)
```

A solution branch collects the conditions that hold at every field strength.

```lean
/-- A branch of ADC solutions in the field `t`: orthonormal intermediate states `B t` and a
normalised eigenvector `y t` of the ADC matrix of `H + t D` with eigenvalue `E t`. -/
structure IsADCBranch [DecidableEq m] (H D : Matrix n n ℝ) (B : ℝ → Matrix n m ℝ)
    (y : ℝ → m → ℝ) (E : ℝ → ℝ) : Prop where
  orthonormal : ∀ t, (B t)ᵀ * B t = 1
  normalised : ∀ t, y t ⬝ᵥ y t = 1
  secular : ∀ t, adcMatrix (H + t • D) (B t) *ᵥ y t = E t • y t
```

The intermediate states may be any orthonormal set. Their construction from a correlated ground state is not modelled, nor is the perturbation expansion of the matrix elements that defines an ADC scheme of given order. `E` is the total energy of the state; for an excitation energy, the derivative of the ground-state energy has to be subtracted.

## Product rules and the orthogonal residual

The first lemma is the identity $(Ax)\cdot z=x\cdot(A^Tz)$, used whenever $B$ changes sides.

```lean
/-- A real matrix moves to the other side of a scalar product as its transpose. -/
theorem mulVec_dot (A : Matrix n m ℝ) (x : m → ℝ) (z : n → ℝ) :
    (A *ᵥ x) ⬝ᵥ z = x ⬝ᵥ (Aᵀ *ᵥ z) := by
  rw [Matrix.mulVec_transpose, dotProduct_comm, Matrix.dotProduct_mulVec]
  exact dotProduct_comm _ _
```

Derivatives of vectors and matrices are taken entry by entry. The product rule for a scalar product is the sum of the product rules for its terms.

```lean
/-- The product rule for the scalar product of two parameter-dependent vectors. -/
theorem hasDerivAt_dot {u v : ℝ → n → ℝ} {u' v' : n → ℝ} {t₀ : ℝ}
    (hu : ∀ i, HasDerivAt (fun t => u t i) (u' i) t₀)
    (hv : ∀ i, HasDerivAt (fun t => v t i) (v' i) t₀) :
    HasDerivAt (fun t => u t ⬝ᵥ v t) (u' ⬝ᵥ v t₀ + u t₀ ⬝ᵥ v') t₀ := by
  have h := HasDerivAt.fun_sum (u := Finset.univ) (fun i _ => (hu i).fun_mul (hv i))
  rw [Finset.sum_add_distrib] at h
  exact h
```

Each component of a matrix-vector product is the scalar product of a row with the vector, so the previous lemma applies again.

```lean
omit [Fintype n] in
/-- The product rule for a parameter-dependent matrix acting on a parameter-dependent vector. -/
theorem hasDerivAt_mulVec {A : ℝ → Matrix n m ℝ} {A' : Matrix n m ℝ} {v : ℝ → m → ℝ}
    {v' : m → ℝ} {t₀ : ℝ} (hA : ∀ i j, HasDerivAt (fun t => A t i j) (A' i j) t₀)
    (hv : ∀ j, HasDerivAt (fun t => v t j) (v' j) t₀) (i : n) :
    HasDerivAt (fun t => (A t *ᵥ v t) i) ((A' *ᵥ v t₀ + A t₀ *ᵥ v') i) t₀ :=
  hasDerivAt_dot (u := fun t => A t i) (u' := A' i) (hA i) hv
```

The next lemma is $B^Tr=0$. The proof expands the residual, then uses `hB` for $B^TB=1$ and `h` for the eigenvalue equation.

```lean
/-- The residual of an ADC eigenstate is orthogonal to every intermediate state. -/
theorem residual_orthogonal [DecidableEq m] {K : Matrix n n ℝ} {B : Matrix n m ℝ}
    {y : m → ℝ} {E : ℝ} (hB : Bᵀ * B = 1) (h : adcMatrix K B *ᵥ y = E • y) :
    Bᵀ *ᵥ residual K B y E = 0 := by
  unfold adcMatrix at h
  simp only [residual, Matrix.mulVec_sub, Matrix.mulVec_smul, Matrix.mulVec_mulVec]
  rw [← Matrix.mul_assoc, hB, h, Matrix.one_mulVec, sub_self]
```

It follows that mixing the intermediate states among themselves has no effect on the response term: adding $BX$ to $B'$ adds $2(BXy)\cdot r=2(Xy)\cdot B^Tr=0$. Only the part of $B'$ that leads out of the intermediate space matters.

```lean
/-- Adding to `B'` a mixing `B X` of the intermediate states among themselves leaves the
basis-response term of an ADC eigenstate unchanged. -/
theorem basisResponse_add_mixing [DecidableEq m] {K : Matrix n n ℝ} {B : Matrix n m ℝ}
    {y : m → ℝ} {E : ℝ} (hB : Bᵀ * B = 1) (h : adcMatrix K B *ᵥ y = E • y)
    (B' : Matrix n m ℝ) (X : Matrix m m ℝ) :
    basisResponse K B (B' + B * X) y E = basisResponse K B B' y E := by
  unfold basisResponse
  rw [Matrix.add_mulVec, add_dotProduct, ← Matrix.mulVec_mulVec, mulVec_dot B,
    residual_orthogonal hB h, dotProduct_zero, add_zero]
```

## The derivative at any field strength

The main theorem is stated at an arbitrary $t_0$. It requires $H+t_0D$ to be symmetric, `B` to have the entrywise derivative `B'` at $t_0$, and `y` to be differentiable there. The assumption on `y` means that a smooth branch is followed, which needs care where levels cross. Differentiability of `E` is part of the conclusion `HasDerivAt E … t₀`.

```lean
/-- Relaxed energy derivative at field strength `t₀`: the expectation value of `D` in the
state `B y` plus the basis-response term. -/
theorem relaxed_energy_derivative [DecidableEq m] {H D : Matrix n n ℝ}
    {B : ℝ → Matrix n m ℝ} {B' : Matrix n m ℝ} {y : ℝ → m → ℝ} {E : ℝ → ℝ} {t₀ : ℝ}
    (hS : (H + t₀ • D).IsSymm) (hb : IsADCBranch H D B y E)
    (hB : ∀ i j, HasDerivAt (fun t => B t i j) (B' i j) t₀)
    (hy : ∀ j, DifferentiableAt ℝ (fun t => y t j) t₀) :
    HasDerivAt E ((B t₀ *ᵥ y t₀) ⬝ᵥ (D *ᵥ (B t₀ *ᵥ y t₀))
      + basisResponse (H + t₀ • D) (B t₀) B' (y t₀) (E t₀)) t₀ := by
  -- the derivative `w` of the state `B y`
  obtain ⟨y', hy'⟩ : ∃ y' : m → ℝ, ∀ j, HasDerivAt (fun t => y t j) (y' j) t₀ :=
    ⟨fun j => deriv (fun t => y t j) t₀, fun j => (hy j).hasDerivAt⟩
  obtain ⟨w, hw⟩ : ∃ w, w = B' *ᵥ y t₀ + B t₀ *ᵥ y' := ⟨_, rfl⟩
  have hψ : ∀ i, HasDerivAt (fun t => (B t *ᵥ y t) i) (w i) t₀ := by
    rw [hw]
    exact hasDerivAt_mulVec hB hy'
  -- the state stays normalised, so its derivative is orthogonal to it
  have hnorm : ∀ t, (B t *ᵥ y t) ⬝ᵥ (B t *ᵥ y t) = 1 := fun t => by
    rw [mulVec_dot, Matrix.mulVec_mulVec, hb.orthonormal, Matrix.one_mulVec, hb.normalised]
  have h1 : w ⬝ᵥ (B t₀ *ᵥ y t₀) = 0 := by
    have hd : HasDerivAt (fun t => (B t *ᵥ y t) ⬝ᵥ (B t *ᵥ y t))
        (w ⬝ᵥ (B t₀ *ᵥ y t₀) + (B t₀ *ᵥ y t₀) ⬝ᵥ w) t₀ :=
      hasDerivAt_dot (u := fun t => B t *ᵥ y t) (v := fun t => B t *ᵥ y t) hψ hψ
    simp only [hnorm] at hd
    have h0 := hd.unique (hasDerivAt_const t₀ (1 : ℝ))
    rw [dotProduct_comm (B t₀ *ᵥ y t₀) w] at h0
    linarith
  -- the energy is the expectation value of the perturbed Hamiltonian
  have hE : ∀ t, E t = (B t *ᵥ y t) ⬝ᵥ ((H + t • D) *ᵥ (B t *ᵥ y t)) := fun t => by
    have hs := hb.secular t
    unfold adcMatrix at hs
    rw [mulVec_dot, Matrix.mulVec_mulVec, Matrix.mulVec_mulVec, hs,
      dotProduct_smul, hb.normalised, smul_eq_mul, mul_one]
  have hK : ∀ i j, HasDerivAt (fun t : ℝ => (H + t • D) i j) (D i j) t₀ := fun i j => by
    have h := ((hasDerivAt_id' t₀).mul_const (D i j)).const_add (H i j)
    rw [one_mul] at h
    exact h
  have hd : HasDerivAt (fun t => (B t *ᵥ y t) ⬝ᵥ ((H + t • D) *ᵥ (B t *ᵥ y t)))
      (w ⬝ᵥ ((H + t₀ • D) *ᵥ (B t₀ *ᵥ y t₀)) + (B t₀ *ᵥ y t₀) ⬝ᵥ
        (D *ᵥ (B t₀ *ᵥ y t₀) + (H + t₀ • D) *ᵥ w)) t₀ :=
    hasDerivAt_dot (u := fun t => B t *ᵥ y t)
      (v := fun t => (H + t • D) *ᵥ (B t *ᵥ y t)) hψ
      (hasDerivAt_mulVec (A := fun t => H + t • D) (v := fun t => B t *ᵥ y t) hK hψ)
  refine (hd.congr_of_eventuallyEq (Filter.Eventually.of_forall hE)).congr_deriv ?_
  have hsym : (B t₀ *ᵥ y t₀) ⬝ᵥ ((H + t₀ • D) *ᵥ w)
      = w ⬝ᵥ ((H + t₀ • D) *ᵥ (B t₀ *ᵥ y t₀)) := by
    rw [dotProduct_comm, mulVec_dot, hS.eq]
  -- the amplitude response `B y'` does not contribute
  have h2 : (B t₀ *ᵥ y') ⬝ᵥ residual (H + t₀ • D) (B t₀) (y t₀) (E t₀) = 0 := by
    rw [mulVec_dot, residual_orthogonal (hb.orthonormal t₀) (hb.secular t₀), dotProduct_zero]
  have h3 : w ⬝ᵥ residual (H + t₀ • D) (B t₀) (y t₀) (E t₀)
      = w ⬝ᵥ ((H + t₀ • D) *ᵥ (B t₀ *ᵥ y t₀)) - E t₀ * (w ⬝ᵥ (B t₀ *ᵥ y t₀)) := by
    rw [residual, dotProduct_sub, dotProduct_smul, smul_eq_mul]
  have h4 : w ⬝ᵥ residual (H + t₀ • D) (B t₀) (y t₀) (E t₀)
      = (B' *ᵥ y t₀) ⬝ᵥ residual (H + t₀ • D) (B t₀) (y t₀) (E t₀)
        + (B t₀ *ᵥ y') ⬝ᵥ residual (H + t₀ • D) (B t₀) (y t₀) (E t₀) := by
    rw [hw, add_dotProduct]
  rw [dotProduct_add, hsym, basisResponse]
  linear_combination 2 * h4 - 2 * h3 + 2 * h2 + 2 * E t₀ * h1
```

In the proof `w` is $\psi'$, and `hψ` is the product rule for $\psi=By$. The step `hnorm` gives $\psi\cdot\psi=1$ for all $t$. Comparing the derivative of this constant function with zero gives `h1`, which is $\psi'\cdot\psi=0$. The step `hE` identifies the energy with the expectation value of $K(t)$, and `hd` differentiates that expectation value, using `hK` for $K'=D$. The result is then transferred to `E`, since the two functions agree everywhere.

What remains is algebra. Symmetry enters through `hsym`, which equates the two terms containing $\psi'$. The amplitude response vanishes by `h2`, `h3` expands $\psi'\cdot r$, and `h4` splits it into the parts from $B'y$ and $By'$. The final `linear_combination` adds these relations as in the derivation by hand.

Setting $t_0=0$ removes $D$ from the residual, and only $H$ has to be symmetric.

```lean
/-- At zero field the relaxed energy derivative is `⟨B y, D B y⟩ + 2 ⟨B' y, (H - E) B y⟩`. -/
theorem zero_field_derivative [DecidableEq m] {H D : Matrix n n ℝ}
    {B : ℝ → Matrix n m ℝ} {B' : Matrix n m ℝ} {y : ℝ → m → ℝ} {E : ℝ → ℝ}
    (hH : H.IsSymm) (hb : IsADCBranch H D B y E)
    (hB : ∀ i j, HasDerivAt (fun t => B t i j) (B' i j) 0)
    (hy : ∀ j, DifferentiableAt ℝ (fun t => y t j) 0) :
    HasDerivAt E ((B 0 *ᵥ y 0) ⬝ᵥ (D *ᵥ (B 0 *ᵥ y 0))
      + 2 * ((B' *ᵥ y 0) ⬝ᵥ (H *ᵥ (B 0 *ᵥ y 0) - E 0 • (B 0 *ᵥ y 0)))) 0 := by
  have h0 : H + (0 : ℝ) • D = H := by rw [zero_smul, add_zero]
  have h := relaxed_energy_derivative (t₀ := 0) (by rw [h0]; exact hH) hb hB hy
  rw [h0] at h
  exact h
```

The model could also have allowed non-orthogonal intermediate states, with overlap $S=B^TB$, the generalised equation $B^TKB\,y=E\,Sy$ and the normalisation $y\cdot Sy=1$. The derivation by hand then goes through with the same final formula, but the role of $-E$ in it changes. Its contribution is $-2E\,(B'y)\cdot(By)=-E\,y\cdot S'y$, the familiar overlap term of energy gradients. For orthonormal states $S'=0$ and this contribution is zero.

## When the intermediate states span the whole space

The extra condition $BB^T=1$ says that the intermediate states are complete. Then $r=BB^Tr=0$, and the response term vanishes for every `B'`. Together with the main theorem, this leaves the expectation value of $D$ as the whole derivative, as in the Hellmann–Feynman theorem. In ADC for electronic excitations the intermediate states are orthogonal to the ground state, so they do not meet this condition. If they span everything orthogonal to an exact ground state $\psi_0$ of $K$ with energy $E_0$, the response term still vanishes: $r\cdot\psi_0=(E_0-E)\,\psi\cdot\psi_0=0$, so again $r=0$. The theorem below covers only the case $BB^T=1$.

```lean
/-- If the intermediate states span the whole space, the basis-response term of an ADC
eigenstate vanishes. -/
theorem basisResponse_complete [DecidableEq n] [DecidableEq m] {K : Matrix n n ℝ}
    {B : Matrix n m ℝ} {y : m → ℝ} {E : ℝ} (hB : Bᵀ * B = 1) (hc : B * Bᵀ = 1)
    (h : adcMatrix K B *ᵥ y = E • y) (B' : Matrix n m ℝ) :
    basisResponse K B B' y E = 0 := by
  have hr : residual K B y E = 0 := by
    rw [← Matrix.one_mulVec (residual K B y E), ← hc, ← Matrix.mulVec_mulVec,
      residual_orthogonal hB h, Matrix.mulVec_zero]
  rw [basisResponse, hr, dotProduct_zero, mul_zero]
```

## The two-level example in Lean

The rotating state is a matrix with two rows and one column, and its energy is written out as a function of $t$.

```lean
/-- A single intermediate state in a two-level system, rotating with the field. -/
def modelB (t : ℝ) : Matrix (Fin 2) (Fin 1) ℝ := !![Real.cos t; Real.sin t]

/-- The ADC energy of the two-level model. -/
def modelE (t : ℝ) : ℝ :=
  2 * Real.sin t * Real.cos t + t * (Real.cos t ^ 2 - Real.sin t ^ 2)
```

The example satisfies all conditions of a solution branch. Orthonormality reduces to $\sin^2t+\cos^2t=1$, and the eigenvalue equation of the $1\times1$ ADC matrix reduces to the formula for `modelE`.

```lean
/-- The rotating intermediate state, with coupling `H` and level splitting `D`, is a branch
of ADC solutions. -/
theorem model_witness :
    IsADCBranch !![0, 1; 1, 0] !![1, 0; 0, -1] modelB (fun _ _ => 1) modelE where
  orthonormal t := by
    ext i j
    fin_cases i
    fin_cases j
    have h := Real.sin_sq_add_cos_sq t
    simp [modelB, Matrix.mul_apply, Fin.sum_univ_two]
    linear_combination h
  normalised t := by simp [dotProduct]
  secular t := by
    funext i
    fin_cases i
    simp [adcMatrix, modelB, modelE, Matrix.mulVec, dotProduct, Matrix.mul_apply,
      Fin.sum_univ_two]
    ring
```

The last theorem confirms the values $1$, $2$ and $3$. The first two follow by evaluating the matrices. The third comes from `zero_field_derivative`, with the derivatives of cosine and sine at zero supplying `B'`.

```lean
/-- In the two-level model at zero field the expectation value of `D` is 1, the basis response
is 2, and the energy derivative is 3. -/
theorem model_response :
    (modelB 0 *ᵥ fun _ => 1) ⬝ᵥ (!![1, 0; 0, -1] *ᵥ (modelB 0 *ᵥ fun _ => 1)) = 1 ∧
    basisResponse !![0, 1; 1, 0] (modelB 0) !![0; 1] (fun _ => 1) (modelE 0) = 2 ∧
    HasDerivAt modelE 3 0 := by
  have h1 : (modelB 0 *ᵥ fun _ => 1) ⬝ᵥ
      (!![1, 0; 0, -1] *ᵥ (modelB 0 *ᵥ fun _ => 1)) = 1 := by
    simp [modelB, Matrix.mulVec, dotProduct, Fin.sum_univ_two]
  have h2 : basisResponse !![0, 1; 1, 0] (modelB 0) !![0; 1] (fun _ => 1) (modelE 0) = 2 := by
    simp [basisResponse, residual, modelB, modelE, Matrix.mulVec, dotProduct, Fin.sum_univ_two]
  refine ⟨h1, h2, ?_⟩
  have hS : (!![0, 1; 1, 0] : Matrix (Fin 2) (Fin 2) ℝ).IsSymm := by
    ext i j
    fin_cases i <;> fin_cases j <;> simp
  have hB : ∀ i j, HasDerivAt (fun t => modelB t i j)
      ((!![0; 1] : Matrix (Fin 2) (Fin 1) ℝ) i j) 0 := by
    intro i j
    fin_cases i <;> fin_cases j
    · simpa [modelB] using Real.hasDerivAt_cos 0
    · simpa [modelB] using Real.hasDerivAt_sin 0
  have h := zero_field_derivative hS model_witness hB (fun _ => differentiableAt_const _)
  refine h.congr_deriv ?_
  unfold basisResponse residual at h2
  linear_combination h1 + h2

end

end ADCRelaxedDerivative
```

```lean
#print axioms ADCRelaxedDerivative.basisResponse_add_mixing
-- 'ADCRelaxedDerivative.basisResponse_add_mixing' depends on axioms: [propext, Classical.choice, Quot.sound]
#print axioms ADCRelaxedDerivative.relaxed_energy_derivative
-- 'ADCRelaxedDerivative.relaxed_energy_derivative' depends on axioms: [propext, Classical.choice, Quot.sound]
#print axioms ADCRelaxedDerivative.basisResponse_complete
-- 'ADCRelaxedDerivative.basisResponse_complete' depends on axioms: [propext, Classical.choice, Quot.sound]
#print axioms ADCRelaxedDerivative.model_response
-- 'ADCRelaxedDerivative.model_response' depends on axioms: [propext, Classical.choice, Quot.sound]
```
